# Two adsorbate levels coupled to one degenerate d shell: the total bond shift is at most the sum of the separate shifts

Two adsorbate levels at energy 0 couple through real vectors p and q to a finite set of d orbitals, all at energy D, in an orthonormal basis. A level with squared coupling x ≥ 0 has bond shift g(x) = (√(D² + 4x) − D)/2, the depth of the resulting lower level below zero.

In Lean 4 with Mathlib:

```lean
import Mathlib

open Matrix

namespace DBandModel

noncomputable section

variable {d : Type*} [Fintype d]

/-- The depth below zero of the lower level when a level at energy `0` is coupled to a level
at energy `D` with squared coupling `x ≥ 0`. -/
def bondShift (D x : ℝ) : ℝ := (Real.sqrt (D ^ 2 + 4 * x) - D) / 2

/-- The coupling matrix between the d orbitals (rows) and the two adsorbate levels (columns),
whose columns are `p` and `q`. -/
def coupling (p q : d → ℝ) : Matrix d (Fin 2) ℝ := Matrix.of fun k i => ![p k, q k] i

/-- The Hamiltonian of two adsorbate levels at energy `0` coupled through `p` and `q` to a
degenerate d shell at energy `D`. -/
def hamiltonian [DecidableEq d] (D : ℝ) (p q : d → ℝ) :
    Matrix (Fin 2 ⊕ d) (Fin 2 ⊕ d) ℝ :=
  fromBlocks 0 (coupling p q)ᵀ (coupling p q) (D • 1)

/-- The Gram matrix of the two coupling vectors. -/
def gram (p q : d → ℝ) : Matrix (Fin 2) (Fin 2) ℝ :=
  !![p ⬝ᵥ p, p ⬝ᵥ q; p ⬝ᵥ q, q ⬝ᵥ q]

/-- The Gram matrix is the coupling matrix multiplied from the left by its transpose. -/
theorem coupling_transpose_mul (p q : d → ℝ) :
    (coupling p q)ᵀ * coupling p q = gram p q := by
  ext i j
  fin_cases i <;> fin_cases j <;>
    simp [coupling, gram, Matrix.mul_apply, dotProduct, mul_comm]

/-- The Gram matrix of the couplings is symmetric. -/
theorem gram_isHermitian (p q : d → ℝ) : (gram p q).IsHermitian := by
  refine Matrix.IsHermitian.ext fun i j => ?_
  fin_cases i <;> fin_cases j <;> simp [gram]

/-- The two eigenvalues of the Gram matrix: the squared couplings of the adsorbate
combinations that diagonalise it. -/
def strength (p q : d → ℝ) : Fin 2 → ℝ := (gram_isHermitian p q).eigenvalues

/-- The squared couplings have sum `|p|² + |q|²` and product `|p|²|q|² - (p·q)²`, and neither
is negative. -/
theorem strength_spec (p q : d → ℝ) :
    strength p q 0 + strength p q 1 = p ⬝ᵥ p + q ⬝ᵥ q ∧
    strength p q 0 * strength p q 1 = (p ⬝ᵥ p) * (q ⬝ᵥ q) - (p ⬝ᵥ q) * (p ⬝ᵥ q) ∧
    ∀ i, 0 ≤ strength p q i := by
  have hS : strength p q 0 + strength p q 1 = p ⬝ᵥ p + q ⬝ᵥ q := by
    have h := (gram_isHermitian p q).trace_eq_sum_eigenvalues
    rw [Matrix.trace_fin_two, Fin.sum_univ_two] at h
    simp only [RCLike.ofReal_real_eq_id, id_eq] at h
    exact h.symm
  have hP : strength p q 0 * strength p q 1
      = (p ⬝ᵥ p) * (q ⬝ᵥ q) - (p ⬝ᵥ q) * (p ⬝ᵥ q) := by
    have h := (gram_isHermitian p q).det_eq_prod_eigenvalues
    rw [Matrix.det_fin_two, Fin.prod_univ_two] at h
    simp only [RCLike.ofReal_real_eq_id, id_eq] at h
    exact h.symm
  -- Cauchy-Schwarz makes the product nonnegative
  have hcs : (p ⬝ᵥ q) ^ 2 ≤ (p ⬝ᵥ p) * (q ⬝ᵥ q) := by
    simpa only [dotProduct, pow_two] using Finset.sum_mul_sq_le_sq_mul_sq Finset.univ p q
  have hp : 0 ≤ p ⬝ᵥ p := Finset.sum_nonneg fun i _ => mul_self_nonneg (p i)
  have hq : 0 ≤ q ⬝ᵥ q := Finset.sum_nonneg fun i _ => mul_self_nonneg (q i)
  have aux : ∀ x y : ℝ, 0 ≤ x + y → 0 ≤ x * y → 0 ≤ x := by
    intro x y h1 h2
    by_contra hx
    have hx' : x < 0 := lt_of_not_ge hx
    have hy : 0 < y := by linarith
    linarith [mul_neg_of_neg_of_pos hx' hy]
  have h0 := aux (strength p q 0) (strength p q 1) (by linarith) (by nlinarith)
  have h1 := aux (strength p q 1) (strength p q 0) (by linarith) (by nlinarith)
  exact ⟨hS, hP, Fin.forall_fin_two.mpr ⟨h0, h1⟩⟩

/-- The secular determinant of the full Hamiltonian: up to powers of `E - D`, it vanishes
exactly at the bonding energies `-g(xᵢ)` and the antibonding energies `D + g(xᵢ)`, where `g` is
the bond shift and `xᵢ` are the squared couplings. -/
theorem secular_determinant [DecidableEq d] (D E : ℝ) (p q : d → ℝ) :
    (E - D) ^ 2 * (E • 1 - hamiltonian D p q).det =
      (E - D) ^ Fintype.card d * ∏ i, ((E + bondShift D (strength p q i)) *
        (E - D - bondShift D (strength p q i))) := by
  obtain ⟨hS, hP, hpos⟩ := strength_spec p q
  have hE : E • 1 - hamiltonian D p q =
      fromBlocks (E • 1) (-(coupling p q)ᵀ) (-coupling p q) ((E - D) • 1) := by
    ext i j
    rcases i with i | i <;> rcases j with j | j
    · simp [hamiltonian, Matrix.one_apply]
    · simp [hamiltonian]
    · simp [hamiltonian]
    · by_cases h : i = j <;> simp [hamiltonian, h]
  -- a block triangular factor eliminates the d shell
  have hmul : (E • 1 - hamiltonian D p q) *
      fromBlocks ((E - D) • 1) 0 (coupling p q) 1 =
      fromBlocks ((E * (E - D)) • 1 - gram p q) (-(coupling p q)ᵀ) 0 ((E - D) • 1) := by
    have b11 : (E • (1 : Matrix (Fin 2) (Fin 2) ℝ)) * ((E - D) • 1) +
        (-(coupling p q)ᵀ) * coupling p q = (E * (E - D)) • 1 - gram p q := by
      rw [Matrix.smul_mul, Matrix.one_mul, smul_smul, Matrix.neg_mul,
        coupling_transpose_mul, ← sub_eq_add_neg]
    have b21 : (-coupling p q) * ((E - D) • (1 : Matrix (Fin 2) (Fin 2) ℝ)) +
        ((E - D) • (1 : Matrix d d ℝ)) * coupling p q = 0 := by
      rw [Matrix.mul_smul, Matrix.mul_one, Matrix.smul_mul, Matrix.one_mul, smul_neg,
        neg_add_cancel]
    rw [hE, fromBlocks_multiply, b11, b21]
    simp only [Matrix.mul_zero, Matrix.mul_one, zero_add]
  have hdet := congrArg Matrix.det hmul
  rw [Matrix.det_mul, det_fromBlocks_zero₁₂, det_fromBlocks_zero₂₁] at hdet
  simp only [Matrix.det_smul, Matrix.det_one, Fintype.card_fin, mul_one] at hdet
  have hg : ∀ y : ℝ, (y • 1 - gram p q).det =
      (y - strength p q 0) * (y - strength p q 1) := by
    intro y
    have h : (y • 1 - gram p q).det =
        (y - p ⬝ᵥ p) * (y - q ⬝ᵥ q) - (p ⬝ᵥ q) * (p ⬝ᵥ q) := by
      simp [gram, Matrix.det_fin_two]
    rw [h]
    linear_combination y * hS - hP
  -- each squared coupling gives one bonding and one antibonding root
  have hf : ∀ i, (E + bondShift D (strength p q i)) *
      (E - D - bondShift D (strength p q i)) = E * (E - D) - strength p q i := by
    intro i
    have hx := hpos i
    have hs := Real.sq_sqrt (show 0 ≤ D ^ 2 + 4 * strength p q i by positivity)
    unfold bondShift
    linear_combination (-1 / 4) * hs
  rw [hg] at hdet
  rw [Fin.prod_univ_two, hf 0, hf 1]
  linear_combination hdet

/-- For two pairs of nonnegative squared couplings with the same sum, the pair with the larger
product has the larger total bond shift. -/
theorem bondShift_add_le_iff (D : ℝ) {a b c e : ℝ} (ha : 0 ≤ a) (hb : 0 ≤ b) (hc : 0 ≤ c)
    (he : 0 ≤ e) (hsum : a + b = c + e) :
    bondShift D a + bondShift D b ≤ bondShift D c + bondShift D e ↔ a * b ≤ c * e := by
  have hs := Real.sq_sqrt (show 0 ≤ D ^ 2 + 4 * a by positivity)
  have ht := Real.sq_sqrt (show 0 ≤ D ^ 2 + 4 * b by positivity)
  have hu := Real.sq_sqrt (show 0 ≤ D ^ 2 + 4 * c by positivity)
  have hv := Real.sq_sqrt (show 0 ≤ D ^ 2 + 4 * e by positivity)
  have hs0 := Real.sqrt_nonneg (D ^ 2 + 4 * a)
  have ht0 := Real.sqrt_nonneg (D ^ 2 + 4 * b)
  have hu0 := Real.sqrt_nonneg (D ^ 2 + 4 * c)
  have hv0 := Real.sqrt_nonneg (D ^ 2 + 4 * e)
  unfold bondShift
  generalize Real.sqrt (D ^ 2 + 4 * a) = s at *
  generalize Real.sqrt (D ^ 2 + 4 * b) = t at *
  generalize Real.sqrt (D ^ 2 + 4 * c) = u at *
  generalize Real.sqrt (D ^ 2 + 4 * e) = v at *
  -- square once to compare products of roots, and again to remove the roots
  have e1 := sq_le_sq₀ (add_nonneg hs0 ht0) (add_nonneg hu0 hv0)
  have e2 := sq_le_sq₀ (mul_nonneg hs0 ht0) (mul_nonneg hu0 hv0)
  have hD : D ^ 2 * (a + b) = D ^ 2 * (c + e) := by rw [hsum]
  rw [mul_pow, mul_pow, hs, ht, hu, hv] at e2
  constructor
  · intro h
    have h1 := e1.mpr (by linarith)
    have h2 := e2.mpr (by nlinarith)
    nlinarith
  · intro h
    have h2 := e2.mp (by nlinarith)
    have h1 := e1.mp (by nlinarith)
    linarith

/-- The total bond shift of two adsorbate levels coupled to one degenerate d shell is at most the
sum of their separate bond shifts, with equality exactly when the coupling vectors are orthogonal.
-/
theorem sharing_weakens_bonding (D : ℝ) (p q : d → ℝ) :
    ∑ i, bondShift D (strength p q i) ≤ bondShift D (p ⬝ᵥ p) + bondShift D (q ⬝ᵥ q) ∧
    (∑ i, bondShift D (strength p q i) = bondShift D (p ⬝ᵥ p) + bondShift D (q ⬝ᵥ q) ↔
      p ⬝ᵥ q = 0) := by
  obtain ⟨hS, hP, hpos⟩ := strength_spec p q
  have hp : 0 ≤ p ⬝ᵥ p := Finset.sum_nonneg fun i _ => mul_self_nonneg (p i)
  have hq : 0 ≤ q ⬝ᵥ q := Finset.sum_nonneg fun i _ => mul_self_nonneg (q i)
  have h1 := bondShift_add_le_iff D (hpos 0) (hpos 1) hp hq hS
  have h2 := bondShift_add_le_iff D hp hq (hpos 0) (hpos 1) hS.symm
  rw [Fin.sum_univ_two]
  have hle := h1.mpr (by linarith [mul_self_nonneg (p ⬝ᵥ q)])
  refine ⟨hle, fun h => ?_, fun h => le_antisymm hle (h2.mpr ?_)⟩
  · have h3 := h2.mp h.ge
    exact mul_self_eq_zero.mp (le_antisymm (by linarith) (mul_self_nonneg _))
  · rw [hP, h]
    simp

/-- For a d shell at `D ≥ 0`, the total bond shift is at least that of a single level with
squared coupling `|p|² + |q|²`, with equality exactly when `(p·q)² = |p|²|q|²`. -/
theorem strongest_competition (D : ℝ) (hD : 0 ≤ D) (p q : d → ℝ) :
    bondShift D (p ⬝ᵥ p + q ⬝ᵥ q) ≤ ∑ i, bondShift D (strength p q i) ∧
    (bondShift D (p ⬝ᵥ p + q ⬝ᵥ q) = ∑ i, bondShift D (strength p q i) ↔
      (p ⬝ᵥ q) ^ 2 = (p ⬝ᵥ p) * (q ⬝ᵥ q)) := by
  obtain ⟨hS, hP, hpos⟩ := strength_spec p q
  -- an uncoupled adsorbate combination stays at zero energy
  have hz : bondShift D 0 = 0 := by simp [bondShift, Real.sqrt_sq hD]
  have hn : 0 ≤ p ⬝ᵥ p + q ⬝ᵥ q := by linarith [hpos 0, hpos 1]
  have h1 := bondShift_add_le_iff D hn le_rfl (hpos 0) (hpos 1) (by linarith)
  have h2 := bondShift_add_le_iff D (hpos 0) (hpos 1) hn le_rfl (by linarith)
  rw [hz, add_zero, mul_zero] at h1 h2
  rw [Fin.sum_univ_two]
  have hprod := mul_nonneg (hpos 0) (hpos 1)
  have hle := h1.mpr hprod
  refine ⟨hle, fun h => ?_, fun h => le_antisymm hle (h2.mpr ?_)⟩
  · have h3 := h2.mp h.ge
    nlinarith
  · nlinarith

end

end DBandModel
```

```lean
#print axioms DBandModel.secular_determinant
-- 'DBandModel.secular_determinant' depends on axioms: [propext, Classical.choice, Quot.sound]
#print axioms DBandModel.sharing_weakens_bonding
-- 'DBandModel.sharing_weakens_bonding' depends on axioms: [propext, Classical.choice, Quot.sound]
#print axioms DBandModel.strongest_competition
-- 'DBandModel.strongest_competition' depends on axioms: [propext, Classical.choice, Quot.sound]
```

## The Hamiltonian and its levels

The index type `Fin 2 ⊕ d` lists the adsorbate levels first and the d orbitals second. `hamiltonian` has a zero adsorbate block, D times the identity as its d block, and the matrix C with columns p and q (`coupling`) between them. `bondShift D x` is g(x), and `p ⬝ᵥ p` is |p|².

For an eigenvector with adsorbate part c and d part v,

E c = Cᵀv,  (E − D) v = C c.

Multiplying the first equation by E − D and inserting the second gives

E(E − D) c = G c,  G = CᵀC.

G is the Gram matrix `gram`. Its eigenvalues x₀ and x₁ are `strength p q 0` and `strength p q 1`, and E(E − D) = xᵢ has the roots −g(xᵢ) and D + g(xᵢ). A single adsorbate level with coupling p has |p|² in place of xᵢ, hence the separate shift g(|p|²).

`secular_determinant` obtains these roots with their multiplicities. It multiplies E − H by a block triangular matrix that removes the lower left block, then takes determinants:

(E − D)² det(E − H) = (E − D)ⁿ ∏ᵢ (E + g(xᵢ))(E − D − g(xᵢ)),

where n is the number of d orbitals. For n ≥ 2, at least n − 2 levels stay at D.

## What is proved about the shifts

`sharing_weakens_bonding` states, for D of either sign, that

g(x₀) + g(x₁) ≤ g(|p|²) + g(|q|²),

with equality exactly when p·q = 0. `strongest_competition` adds, for D ≥ 0, that

g(|p|² + |q|²) ≤ g(x₀) + g(x₁),

with equality exactly when (p·q)² = |p|²|q|², that is, when p and q are linearly dependent. One adsorbate combination then decouples and the other takes all the coupling. The equality condition needs the sign of D: for D < 0, g(0) = −D is positive, and dependent vectors give a strict inequality.

In this non-interacting model with D ≥ 0, the result describes how two adsorbates compete for the same metal orbitals. If only the two bonding levels are filled, each doubly, the energy changes by −2(g(x₀) + g(x₁)) relative to uncoupled, filled adsorbate levels. Band width, orbital overlap, direct adsorbate–adsorbate coupling and unequal adsorbate energies are absent from the model.

## Comparing sums through products

The trace and determinant of G give

x₀ + x₁ = |p|² + |q|²,
x₀x₁ = |p|²|q|² − (p·q)².

By Cauchy–Schwarz the product is nonnegative. Since the sum is too, neither eigenvalue can be negative. This is `strength_spec`.

Now take nonnegative pairs a, b and c, e (here c is a number, as is v below) with a + b = c + e. Let s, t, u, v be the roots √(D² + 4x) for x = a, b, c, e. The shifts are ordered as s + t and u + v, and

(s + t)² = 2D² + 4(a + b) + 2st,
(st)² = D⁴ + 4D²(a + b) + 16ab.

The same formulas hold for u, v with c, e. All roots are nonnegative, so squaring preserves order: s + t ≤ u + v exactly when st ≤ uv, exactly when ab ≤ ce. In `bondShift_add_le_iff` the two squarings are `e1` and `e2`.

For the upper bound, compare x₀, x₁ with |p|², |q|²: the first product is smaller by (p·q)². Equality also requires the reverse inequality, which forces p·q = 0. For the lower bound, compare with |p|² + |q|² and 0, whose product is 0, and use g(0) = 0.

## Four d orbitals with D = 3

Take p = (2, 1, 1, 1) and q = (2, 1, −1, −1). Then |p|² = |q|² = 7 and p·q = 3, so G has eigenvalues 10 and 4, with shifts 2 and 1. The total is 3, between g(14) ≈ 2.531 and 2g(7) ≈ 3.083. The six levels are −2, −1, 3, 3, 4 and 5.

In a tight-binding calculation of this form, p and q are the columns of Hamiltonian elements between the adsorbate and d orbitals. For D ≥ 0, diagonalising the 2 × 2 matrix CᵀC and applying g to its eigenvalues gives the bonding shifts without diagonalising the full Hamiltonian.
